# A log-odds iteration for the Fermi level of finitely many levels at positive temperature converges from every start

A band-structure calculation of a metal yields energies at sampled k-points, and the chemical potential must then be chosen so that the smeared occupations add up to the number of electrons. Newton's method can overshoot badly when it starts in a gap, where the electron count is almost flat. An update that compares log-odds instead of counts converges from any real start, for finitely many fixed levels with positive weights, Fermi-Dirac occupations at positive temperature and a target strictly between empty and full. It can, however, be slow at low temperature.

## Finitely many levels

Let $e_i$ be the levels, $w_i$ their weights, $W=\sum_i w_i$, and $T$ the temperature in energy units. Define

$$f_i(\mu)=\frac{1}{1+e^{(e_i-\mu)/T}},\quad N=\sum_i w_i f_i,\quad q=\frac NW,\quad L(p)=\ln\frac{p}{1-p}.$$

For a target filling $\nu$, the update is $S(\mu)=\mu+T\,(L(\nu)-L(q(\mu)))$.

The finite type `ι` labels the levels, for instance by band and k-point. Finiteness makes $W$ a finite sum; with infinitely many levels of equal weight, $W$ diverges and the filling loses its meaning.

```lean
import Mathlib

open Filter Topology

namespace FermiLevelLogitSolver

noncomputable section

variable {ι : Type*} [Fintype ι]

/-- Fermi-Dirac occupation of a level `e` at temperature `T` and chemical potential `μ`. -/
def fermi (T e μ : ℝ) : ℝ := 1 / (1 + Real.exp ((e - μ) / T))

/-- Electron count: the weighted sum of the Fermi-Dirac occupations. -/
def count (w e : ι → ℝ) (T μ : ℝ) : ℝ := ∑ i, w i * fermi T (e i) μ

/-- Filling: the electron count divided by the total weight. -/
def filling (w e : ι → ℝ) (T μ : ℝ) : ℝ := count w e T μ / ∑ i, w i

/-- Log-odds of a filling `p`. -/
def logit (p : ℝ) : ℝ := Real.log (p / (1 - p))

/-- One update of the chemical potential: the mismatch in log-odds between the target filling `ν`
and the current filling, times `T`, is added to `μ`. -/
def step (w e : ι → ℝ) (T ν μ : ℝ) : ℝ := μ + T * (logit ν - logit (filling w e T μ))
```

In a spin-unpolarised code with k-point weights summing to one, $w_i$ is twice the k-point weight, $W$ is twice the number of bands, and $\nu=N_{\rm e}/W$ for $N_{\rm e}$ electrons. Each pass computes $N$, adds $T\left[\ln\frac{N_{\rm e}}{W-N_{\rm e}}-\ln\frac{N}{W-N}\right]$ to $\mu$, and stops when $N$ is close enough to $N_{\rm e}$. In floating-point arithmetic, $W-N$ is better summed directly from the hole occupations $1-f_i=1/(1+e^{(\mu-e_i)/T})$, because the subtraction loses digits near full filling.

## At least one level, and positive weights

A positive weight is the number of states that a level represents. Since $0<f_i<1$, the weighted average $q$ also lies strictly between 0 and 1, so $L(q)$ is defined. `filling_mem` proves this from `hw` and `Nonempty ι`. Positivity is used again below, wherever inequalities for single levels are summed.

With no levels, $N=\nu W$ reads $0=0$ and every $\mu$ solves it. With weights $1,-1,1$ at energies $0,D,2D$ and $D\gg T$, the count rises to nearly 1, falls to nearly 0 and rises again, so half filling has three solutions.

```lean
/-- A Fermi-Dirac occupation lies strictly between 0 and 1. -/
theorem fermi_mem (T e μ : ℝ) : 0 < fermi T e μ ∧ fermi T e μ < 1 := by
  unfold fermi
  refine ⟨by positivity, ?_⟩
  rw [div_lt_one (by positivity)]
  linarith [Real.exp_pos ((e - μ) / T)]

/-- The filling lies strictly between 0 and 1. -/
theorem filling_mem [Nonempty ι] {w : ι → ℝ} (hw : ∀ i, 0 < w i) (e : ι → ℝ) (T μ : ℝ) :
    0 < filling w e T μ ∧ filling w e T μ < 1 := by
  have hW : 0 < ∑ i, w i := Finset.sum_pos (fun i _ => hw i) Finset.univ_nonempty
  constructor
  · exact div_pos (Finset.sum_pos (fun i _ => mul_pos (hw i) (fermi_mem T (e i) μ).1)
      Finset.univ_nonempty) hW
  · unfold filling
    rw [div_lt_one hW]
    exact Finset.sum_lt_sum_of_nonempty Finset.univ_nonempty
      (fun i _ => mul_lt_of_lt_one_right (hw i) (fermi_mem T (e i) μ).2)
```

## Positive temperature

Temperature smooths the occupations. For $T>0$, raising $\mu$ lowers every $(e_i-\mu)/T$ and raises every $f_i$, so $q$ is continuous and strictly increasing. At $T=0$ the occupation is a step: a single level then has no $\mu$ with filling $1/4$.

```lean
/-- The filling is a strictly increasing and continuous function of the chemical potential. -/
theorem filling_strictMono_continuous [Nonempty ι] {w : ι → ℝ} (hw : ∀ i, 0 < w i)
    (e : ι → ℝ) {T : ℝ} (hT : 0 < T) :
    StrictMono (filling w e T) ∧ Continuous (filling w e T) := by
  have hW : 0 < ∑ i, w i := Finset.sum_pos (fun i _ => hw i) Finset.univ_nonempty
  constructor
  · intro μ μ' h
    refine div_lt_div_of_pos_right ?_ hW
    refine Finset.sum_lt_sum_of_nonempty Finset.univ_nonempty (fun i _ => ?_)
    refine mul_lt_mul_of_pos_left ?_ (hw i)
    have h1 : (e i - μ') / T < (e i - μ) / T := div_lt_div_of_pos_right (by linarith) hT
    have h2 := Real.exp_lt_exp.2 h1
    exact one_div_lt_one_div_of_lt (by positivity) (by linarith)
  · show Continuous (fun μ => (∑ i, w i * (1 / (1 + Real.exp ((e i - μ) / T)))) / ∑ i, w i)
    exact Continuous.div_const (continuous_finsetSum _ fun i _ => continuous_const.mul
      (continuous_const.div (by fun_prop) fun μ => by positivity)) _
```

Positive temperature also limits how fast the filling grows. The odds of a level are $f_i/(1-f_i)=e^{(\mu-e_i)/T}$. A shift $\delta\ge0$ multiplies them by $c=e^{\delta/T}\ge1$, so the new occupation is $g(f_i)$ with

$$g(p)=\frac{cp}{1+(c-1)p}.$$

```lean
/-- Occupation after a shift `δ` of the chemical potential, expressed through the occupation
before the shift and the factor `exp (δ / T)`. -/
theorem fermi_shift (T e μ δ : ℝ) :
    fermi T e (μ + δ) = Real.exp (δ / T) * fermi T e μ /
      (1 + (Real.exp (δ / T) - 1) * fermi T e μ) := by
  have h : Real.exp ((e - (μ + δ)) / T) = Real.exp ((e - μ) / T) / Real.exp (δ / T) := by
    rw [← Real.exp_sub]
    congr 1
    ring
  unfold fermi
  rw [h]
  have hx := Real.exp_pos ((e - μ) / T)
  have hc := Real.exp_pos (δ / T)
  generalize Real.exp ((e - μ) / T) = x at hx ⊢
  generalize Real.exp (δ / T) = c at hc ⊢
  have h2 : 1 + (c - 1) * (1 / (1 + x)) = (x + c) / (1 + x) := by
    field_simp
    ring
  rw [h2]
  field_simp
  ring
```

Write $q=q(\mu)$. The function $g$ lies below its tangent at $q$:

$$g(q)+g'(q)(p-q)-g(p)=\frac{c(c-1)(p-q)^2}{(1+(c-1)p)(1+(c-1)q)^2}\ge0,$$

where $g'(q)=c/(1+(c-1)q)^2$. Set $p=f_i$, multiply by $w_i/W$ and sum. The linear term vanishes because $\sum_i w_i(f_i-q)=0$, which leaves $q(\mu+\delta)\le g(q)$. In the proof, `key` is the displayed identity, checked by `field_simp` and `ring`, and the `calc` block does the averaging.

```lean
/-- When the chemical potential rises by `δ ≥ 0`, the total filling rises at most as much as that
of a single level with the same initial filling. -/
theorem filling_shift_le [Nonempty ι] {w : ι → ℝ} (hw : ∀ i, 0 < w i) (e : ι → ℝ) {T : ℝ}
    (hT : 0 < T) (μ : ℝ) {δ : ℝ} (hδ : 0 ≤ δ) :
    filling w e T (μ + δ) ≤ Real.exp (δ / T) * filling w e T μ /
      (1 + (Real.exp (δ / T) - 1) * filling w e T μ) := by
  have hW : 0 < ∑ i, w i := Finset.sum_pos (fun i _ => hw i) Finset.univ_nonempty
  have hN : count w e T μ = filling w e T μ * ∑ i, w i := (div_mul_cancel₀ _ hW.ne').symm
  have hq := (filling_mem hw e T μ).1
  have hc : 0 ≤ Real.exp (δ / T) - 1 := sub_nonneg.2 (Real.one_le_exp (div_nonneg hδ hT.le))
  have hs := fun i => fermi_shift T (e i) μ δ
  have hc0 := Real.exp_pos (δ / T)
  generalize filling w e T μ = q at hN hq ⊢
  generalize Real.exp (δ / T) = c at hc hs hc0 ⊢
  have hD : 0 < 1 + (c - 1) * q := by linarith [mul_nonneg hc hq.le]
  -- a concave function lies below its tangent at the mean filling
  have tangent : ∀ p, 0 < p → c * p / (1 + (c - 1) * p) ≤
      c * q / (1 + (c - 1) * q) + c / (1 + (c - 1) * q) ^ 2 * (p - q) := by
    intro p hp
    have hd : 0 < 1 + (c - 1) * p := by linarith [mul_nonneg hc hp.le]
    have hd' := hd.ne'
    have hD' := hD.ne'
    have key : c * q / (1 + (c - 1) * q) + c / (1 + (c - 1) * q) ^ 2 * (p - q)
        - c * p / (1 + (c - 1) * p)
        = c * (c - 1) * (p - q) ^ 2 / ((1 + (c - 1) * p) * (1 + (c - 1) * q) ^ 2) := by
      field_simp
      ring
    have hpos := div_nonneg (mul_nonneg (mul_nonneg hc0.le hc) (sq_nonneg (p - q)))
      (mul_pos hd (pow_pos hD 2)).le
    linarith
  generalize c * q / (1 + (c - 1) * q) = A at tangent ⊢
  generalize c / (1 + (c - 1) * q) ^ 2 = B at tangent
  unfold filling
  rw [div_le_iff₀ hW]
  -- averaging over the levels removes the linear term
  calc count w e T (μ + δ) ≤ ∑ i, w i * (A + B * (fermi T (e i) μ - q)) := by
        refine Finset.sum_le_sum (fun i _ => mul_le_mul_of_nonneg_left ?_ (hw i).le)
        rw [hs i]
        exact tangent _ (fermi_mem T (e i) μ).1
    _ = A * ∑ i, w i + B * (count w e T μ - q * ∑ i, w i) := by
        unfold count
        simp only [Finset.mul_sum, ← Finset.sum_sub_distrib, ← Finset.sum_add_distrib]
        exact Finset.sum_congr rfl (fun i _ => by ring)
    _ = A * ∑ i, w i := by rw [hN]; ring
```

The odds of $g(q)$ are $c\,q/(1-q)$. Taking logarithms gives $L(q(\mu+\delta))\le L(q(\mu))+\delta/T$, and therefore

$$S(\mu+\delta)-S(\mu)=\delta-T\,[L(q(\mu+\delta))-L(q(\mu))]\ge0.$$

`step_monotone` follows the same route, with the odds inequality cross-multiplied as `h2`.

```lean
/-- The update preserves order: a higher chemical potential is never sent below the image of a
lower one. -/
theorem step_monotone [Nonempty ι] {w : ι → ℝ} (hw : ∀ i, 0 < w i) (e : ι → ℝ) {T : ℝ}
    (hT : 0 < T) (ν : ℝ) : Monotone (step w e T ν) := by
  intro μ μ' h
  have h1 := filling_shift_le hw e hT μ (sub_nonneg.2 h)
  rw [show μ + (μ' - μ) = μ' by ring] at h1
  have hc : 1 ≤ Real.exp ((μ' - μ) / T) :=
    Real.one_le_exp (div_nonneg (sub_nonneg.2 h) hT.le)
  obtain ⟨a0, a1⟩ := filling_mem hw e T μ
  obtain ⟨b0, b1⟩ := filling_mem hw e T μ'
  unfold step logit
  generalize filling w e T μ = q at *
  generalize filling w e T μ' = r at *
  have a2 := sub_pos.2 a1
  have b2 := sub_pos.2 b1
  rw [le_div_iff₀ (by linarith [mul_nonneg (sub_nonneg.2 hc) a0.le])] at h1
  -- the odds grow at most by the factor exp ((μ' - μ) / T)
  have h2 : r * (1 - q) ≤ Real.exp ((μ' - μ) / T) * (q * (1 - r)) := by linarith
  have h3 := Real.log_le_log (mul_pos b0 a2) h2
  rw [Real.log_mul b0.ne' a2.ne', Real.log_mul (Real.exp_pos _).ne' (mul_pos a0 b2).ne',
    Real.log_exp, Real.log_mul a0.ne' b2.ne'] at h3
  have h4 := (le_div_iff₀' hT).1 (show Real.log r + Real.log (1 - q) - Real.log q
    - Real.log (1 - r) ≤ (μ' - μ) / T by linarith)
  rw [Real.log_div a0.ne' a2.ne', Real.log_div b0.ne' b2.ne']
  linarith
```

Let $m$ satisfy $N(m)=\nu W$. Then $q(m)=\nu$ and $S(m)=m$. If $\mu<m$, then $q(\mu)<\nu$, so $L(q(\mu))<L(\nu)$ and $S(\mu)>\mu$, while monotonicity gives $S(\mu)\le S(m)=m$. The case $\mu>m$ is the mirror image.

```lean
/-- The Fermi level is a fixed point of the update, and from either side the update moves strictly
towards it without overshooting. -/
theorem step_one_sided [Nonempty ι] {w : ι → ℝ} (hw : ∀ i, 0 < w i) (e : ι → ℝ) {T : ℝ}
    (hT : 0 < T) {ν m : ℝ} (hm : count w e T m = ν * ∑ i, w i) :
    step w e T ν m = m ∧
    (∀ μ, μ < m → μ < step w e T ν μ ∧ step w e T ν μ ≤ m) ∧
    (∀ μ, m < μ → m ≤ step w e T ν μ ∧ step w e T ν μ < μ) := by
  have hW : 0 < ∑ i, w i := Finset.sum_pos (fun i _ => hw i) Finset.univ_nonempty
  have hq : filling w e T m = ν := by
    unfold filling
    rw [hm, mul_div_cancel_right₀ _ hW.ne']
  have hfix : step w e T ν m = m := by
    unfold step
    rw [hq]
    ring
  have hl : ∀ p r : ℝ, 0 < p → p < r → r < 1 → logit p < logit r := by
    intro p r h0 h1 h2
    unfold logit
    rw [Real.log_div h0.ne' (by linarith), Real.log_div (by linarith) (by linarith)]
    have i1 := Real.log_lt_log h0 h1
    have i2 := Real.log_lt_log (show 0 < 1 - r by linarith) (show 1 - r < 1 - p by linarith)
    linarith
  have hmono := (filling_strictMono_continuous hw e hT).1
  have hs := step_monotone hw e hT ν
  refine ⟨hfix, fun μ h => ⟨?_, (hs h.le).trans_eq hfix⟩,
    fun μ h => ⟨hfix.symm.trans_le (hs h.le), ?_⟩⟩
  · have h1 := hl _ _ (filling_mem hw e T μ).1 (hmono h) (filling_mem hw e T m).2
    rw [hq] at h1
    have h2 := mul_pos hT (sub_pos.2 h1)
    unfold step
    linarith
  · have h1 := hl _ _ (filling_mem hw e T m).1 (hmono h) (filling_mem hw e T μ).2
    rw [hq] at h1
    have h2 := mul_pos hT (sub_pos.2 h1)
    unfold step
    linarith
```

## A target strictly between empty and full

The condition $0<\nu<1$ says that the chosen levels are neither empty nor completely filled. If a calculation includes only the occupied bands of an insulator, then $\nu=1$, and no finite $\mu$ works because every $f_i<1$.

For existence, put $B=\sum_i|e_i|$. At $\mu=-B+T L(\nu)$,

$$\frac{e_i-\mu}{T}=\frac{e_i+B}{T}-L(\nu)\ge-L(\nu),$$

so $f_i\le 1/(1+e^{-L(\nu)})=\nu$ for every level, and $q\le\nu$. At $\mu=B+T L(\nu)$ the inequalities reverse. The intermediate value theorem supplies a solution. In Lean, `hlow` and `hhigh` are the two bounds.

```lean
/-- Every filling strictly between 0 and 1 is reached at some chemical potential. -/
theorem exists_fermi_level [Nonempty ι] {w : ι → ℝ} (hw : ∀ i, 0 < w i) (e : ι → ℝ) {T : ℝ}
    (hT : 0 < T) {ν : ℝ} (h0 : 0 < ν) (h1 : ν < 1) :
    ∃ m, count w e T m = ν * ∑ i, w i := by
  have hW : 0 < ∑ i, w i := Finset.sum_pos (fun i _ => hw i) Finset.univ_nonempty
  have hB : ∀ i, |e i| ≤ ∑ j, |e j| := fun i =>
    Finset.single_le_sum (f := fun j => |e j|) (fun j _ => abs_nonneg _) (Finset.mem_univ i)
  have hl : Real.exp (-logit ν) = (1 - ν) / ν := by
    unfold logit
    rw [Real.exp_neg, Real.exp_log (div_pos h0 (sub_pos.2 h1)), inv_div]
  -- the filling is at most `ν` at the first point below and at least `ν` at the second
  have hlow : filling w e T (-(∑ j, |e j|) + T * logit ν) ≤ ν := by
    unfold filling count
    rw [div_le_iff₀ hW, Finset.mul_sum]
    refine Finset.sum_le_sum (fun i _ => ?_)
    rw [mul_comm ν]
    refine mul_le_mul_of_nonneg_left ?_ (hw i).le
    have hE : -logit ν ≤ (e i - (-(∑ j, |e j|) + T * logit ν)) / T := by
      rw [le_div_iff₀ hT]
      linarith [neg_abs_le (e i), hB i]
    have hE2 := Real.exp_le_exp.2 hE
    rw [hl, div_le_iff₀ h0] at hE2
    unfold fermi
    rw [div_le_iff₀ (by positivity)]
    linarith
  have hhigh : ν ≤ filling w e T ((∑ j, |e j|) + T * logit ν) := by
    unfold filling count
    rw [le_div_iff₀ hW, Finset.mul_sum]
    refine Finset.sum_le_sum (fun i _ => ?_)
    rw [mul_comm ν]
    refine mul_le_mul_of_nonneg_left ?_ (hw i).le
    have hE : (e i - ((∑ j, |e j|) + T * logit ν)) / T ≤ -logit ν := by
      rw [div_le_iff₀ hT]
      linarith [le_abs_self (e i), hB i]
    have hE2 := Real.exp_le_exp.2 hE
    rw [hl, le_div_iff₀ h0] at hE2
    unfold fermi
    rw [le_div_iff₀ (by positivity)]
    linarith
  obtain ⟨m, hm⟩ := mem_range_of_exists_le_of_exists_ge
    (filling_strictMono_continuous hw e hT).2 ⟨_, hlow⟩ ⟨_, hhigh⟩
  exact ⟨m, (div_eq_iff hW.ne').1 hm⟩
```

From a start $\mu_0\le m$ the iterates never decrease and stay at or below $m$, so they have a limit $l$. Continuity of $S$ gives $S(l)=l$. Since $S$ strictly moves every point other than $m$, $l=m$. Starts above $m$ descend in the same way. Any other solution of the count equation would also be a fixed point, so $m$ is unique.

The theorem states these results together: some `m` has the target count, every `μ` with that count equals `m`, and the $n$-fold updates `(step w e T ν)^[n] μ₀` tend to `m` for every real `μ₀`. It concerns exact real arithmetic, gives no rate, and keeps the levels fixed, as they are while the chemical potential is determined within a single iteration of a self-consistency loop.

The rate can be read off by differentiating $S$ by hand. Near $m$, each update multiplies the error by about

$$S'(m)=1-\frac{\sum_i w_i f_i(1-f_i)}{W\,\nu(1-\nu)},$$

with the occupations taken at $m$. If the partly filled levels hold only a small share of the electrons and only a small share of the holes, as is common in a metal with wide bands and small $T$, this factor is close to 1 and many updates are needed. Bisection, by contrast, halves its bracket at every pass.

```lean
/-- Global convergence: there is exactly one Fermi level for the target filling `ν`, and the
log-odds iteration converges to it from every real starting value. -/
theorem logit_iteration_converges [Nonempty ι] {w : ι → ℝ} (hw : ∀ i, 0 < w i) (e : ι → ℝ)
    {T : ℝ} (hT : 0 < T) {ν : ℝ} (h0 : 0 < ν) (h1 : ν < 1) :
    ∃ m, count w e T m = ν * ∑ i, w i ∧
      (∀ μ, count w e T μ = ν * ∑ i, w i → μ = m) ∧
      ∀ μ₀, Tendsto (fun n => (step w e T ν)^[n] μ₀) atTop (𝓝 m) := by
  obtain ⟨m, hm⟩ := exists_fermi_level hw e hT h0 h1
  obtain ⟨hfix, hlo, hhi⟩ := step_one_sided hw e hT hm
  obtain ⟨hinc, hf⟩ := filling_strictMono_continuous hw e hT
  have hs := step_monotone hw e hT ν
  have hc : Continuous (step w e T ν) := by
    have hlog : Continuous (fun μ => Real.log (filling w e T μ / (1 - filling w e T μ))) :=
      (hf.div (continuous_const.sub hf)
        (fun μ => (sub_pos.2 (filling_mem hw e T μ).2).ne')).log
        (fun μ => (div_pos (filling_mem hw e T μ).1 (sub_pos.2 (filling_mem hw e T μ).2)).ne')
    exact continuous_id.add (continuous_const.mul (continuous_const.sub hlog))
  -- the Fermi level is the only fixed point
  have huniq : ∀ x, step w e T ν x = x → x = m := by
    intro x hx
    rcases lt_trichotomy x m with h | h | h
    · linarith [(hlo x h).1]
    · exact h
    · linarith [(hhi x h).2]
  refine ⟨m, hm, fun μ hμ => huniq μ (step_one_sided hw e hT hμ).1, fun μ₀ => ?_⟩
  have hit : ∀ n, (step w e T ν)^[n] m = m := fun n => Function.iterate_fixed hfix n
  -- the iterates form a bounded monotone sequence, whose limit is a fixed point
  have hlim : ∃ l, Tendsto (fun n => (step w e T ν)^[n] μ₀) atTop (𝓝 l) := by
    rcases le_total μ₀ m with h | h
    · have hle : μ₀ ≤ step w e T ν μ₀ := by
        rcases h.lt_or_eq with h' | h'
        · exact (hlo _ h').1.le
        · rw [h', hfix]
      refine ⟨_, tendsto_atTop_ciSup (hs.monotone_iterate_of_le_map hle) ⟨m, ?_⟩⟩
      rintro _ ⟨n, rfl⟩
      exact (hs.iterate n h).trans_eq (hit n)
    · have hle : step w e T ν μ₀ ≤ μ₀ := by
        rcases h.lt_or_eq with h' | h'
        · exact (hhi _ h').2.le
        · rw [← h', hfix]
      refine ⟨_, tendsto_atTop_ciInf (hs.antitone_iterate_of_map_le hle) ⟨m, ?_⟩⟩
      rintro _ ⟨n, rfl⟩
      exact (hit n).symm.trans_le (hs.iterate n h)
  obtain ⟨l, hl⟩ := hlim
  have hlm : l = m := huniq l (isFixedPt_of_tendsto_iterate hl hc.continuousAt)
  rwa [hlm] at hl
```

## Coinciding levels need one update

If every $e_i=\varepsilon$, then $q=f_i$ and $L(q(\mu))=(\mu-\varepsilon)/T$. Hence $S(\mu)=\varepsilon+T L(\nu)$ whatever the start, which is `key` in the proof. This value must be the fixed point $m$, so one update already gives the target count.

```lean
/-- If all levels have the same energy `ε`, a single update from any start gives the exact
target count. -/
theorem step_exact_of_degenerate [Nonempty ι] {w : ι → ℝ} (hw : ∀ i, 0 < w i) (ε : ℝ) {T : ℝ}
    (hT : 0 < T) {ν : ℝ} (h0 : 0 < ν) (h1 : ν < 1) (μ : ℝ) :
    count w (fun _ => ε) T (step w (fun _ => ε) T ν μ) = ν * ∑ i, w i := by
  have hW : 0 < ∑ i, w i := Finset.sum_pos (fun i _ => hw i) Finset.univ_nonempty
  obtain ⟨m, hm⟩ := exists_fermi_level hw (fun _ => ε) hT h0 h1
  -- the result of the update does not depend on the start
  have key : ∀ x, step w (fun _ => ε) T ν x = ε + T * logit ν := by
    intro x
    have hfill : filling w (fun _ => ε) T x = fermi T ε x := by
      unfold filling count
      rw [← Finset.sum_mul, mul_div_cancel_left₀ _ hW.ne']
    have hr : fermi T ε x / (1 - fermi T ε x) = Real.exp (-((ε - x) / T)) := by
      unfold fermi
      rw [Real.exp_neg]
      have hy := Real.exp_pos ((ε - x) / T)
      generalize Real.exp ((ε - x) / T) = y at hy ⊢
      have h : 1 - 1 / (1 + y) = y / (1 + y) := by
        field_simp
        ring
      rw [h]
      field_simp
    have hlog : logit (fermi T ε x) = -((ε - x) / T) := by
      rw [logit, hr, Real.log_exp]
    have hcancel : T * ((ε - x) / T) = ε - x := mul_div_cancel₀ _ hT.ne'
    unfold step
    rw [hfill, hlog]
    linear_combination hcancel
  rw [(key μ).trans (key m).symm, (step_one_sided hw (fun _ => ε) hT hm).1, hm]

end

end FermiLevelLogitSolver
```

```lean
#print axioms FermiLevelLogitSolver.logit_iteration_converges
-- 'FermiLevelLogitSolver.logit_iteration_converges' depends on axioms: [propext, Classical.choice, Quot.sound]
#print axioms FermiLevelLogitSolver.step_exact_of_degenerate
-- 'FermiLevelLogitSolver.step_exact_of_degenerate' depends on axioms: [propext, Classical.choice, Quot.sound]
```
